# Acceleration in a Rotating Frame: Coriolis, Centrifugal and Euler Terms

A: A particle has coordinates $y(t)$ along rotating axes and $x = Ry$ along laboratory axes with the same origin. If the rotation matrix obeys $R' = R[w]$, where $[w]u = w\times u$, if $y$ is twice differentiable and if $w$ is differentiable at the time considered, then

$$x'' = R\,\bigl(y'' + 2\,w\times y' + w\times(w\times y) + w'\times y\bigr).$$

The last three terms are the Coriolis, centrifugal and Euler terms.

Q: Which angular velocity is $w$? Textbooks often write $R' = [\omega]R$.

A: That $\omega$ has laboratory components. Here $w$ holds the components along the rotating axes, so $\omega = Rw$ for a proper rotation. In the theorems `acceleration` and `newton_iff`, `v` and `a` are $y'$ and $y''$, also along the rotating axes, and `α` is $w'$. Indices run over 0, 1, 2.

```lean
import Mathlib

open Matrix

namespace RotatingFrame

noncomputable section

variable {R : ℝ → Matrix (Fin 3) (Fin 3) ℝ} {w y v : ℝ → Fin 3 → ℝ}
  {a α : Fin 3 → ℝ} {t : ℝ}
```

The matrix $[w]$ is written out explicitly:

$$[w]=\begin{pmatrix}0&-w_2&w_1\\ w_2&0&-w_0\\ -w_1&w_0&0\end{pmatrix}.$$

```lean
/-- The antisymmetric matrix `[w]` built from the components of a vector `w`. -/
def hat (w : Fin 3 → ℝ) : Matrix (Fin 3) (Fin 3) ℝ :=
  !![0, -w 2, w 1; w 2, 0, -w 0; -w 1, w 0, 0]
```

The kinematic relation is then required for each matrix entry at every time.

```lean
/-- The matrix path `R` has body angular velocity `w` if `R' = R [w]` at all times,
entry by entry. -/
def HasBodyAngularVelocity (R : ℝ → Matrix (Fin 3) (Fin 3) ℝ) (w : ℝ → Fin 3 → ℝ) : Prop :=
  ∀ t i j, HasDerivAt (fun s => R s i j) ((R t * hat (w t)) i j) t
```

Q: You have put the cross product in by hand. How do I know that $[w]$ has the right signs?

A: By multiplying out. The first component of $[w]u$ is $w_1u_2 - w_2u_1$, which is $(w\times u)_0$, and the other two follow in the same way. The proof makes this comparison in three cases.

```lean
/-- The matrix `[w]` acts on a vector as the cross product with `w`. -/
theorem hat_mulVec (w u : Fin 3 → ℝ) : hat w *ᵥ u = w ⨯₃ u := by
  ext i
  fin_cases i <;> simp [hat, cross_apply, Matrix.mulVec, dotProduct, Fin.sum_univ_three] <;> ring
```

Q: Even so, $R' = R[w]$ looks like an assumption about special motions.

A: It holds for every differentiable rotation. Differentiating $R^TR = 1$ gives $R'^TR + R^TR' = 0$, so $A = R^TR'$ is antisymmetric. Such a matrix has zero diagonal and three independent entries, hence $A = [w]$ with $w = (A_{21}, A_{02}, A_{10})$. The next lemma checks this entry by entry.

```lean
/-- Every antisymmetric 3×3 matrix is `[w]` for the vector `w` read off from its entries. -/
theorem hat_of_antisymm {A : Matrix (Fin 3) (Fin 3) ℝ} (h : ∀ i k, A i k + A k i = 0) :
    hat ![A 2 1, A 0 2, A 1 0] = A := by
  ext i k
  fin_cases i <;> fin_cases k <;> simp [hat] <;>
    linarith [h 0 0, h 1 1, h 2 2, h 0 1, h 0 2, h 1 2]
```

Since $RR^T = 1$ as well, $R' = RR^TR' = R[w]$. In the proof below, `anti` is the antisymmetry. It is obtained by differentiating each entry of $R^TR$ with the product rule and comparing with the derivative of a constant.

```lean
/-- Every differentiable path of orthogonal matrices has a body angular velocity. -/
theorem exists_bodyAngularVelocity {R' : ℝ → Matrix (Fin 3) (Fin 3) ℝ}
    (hO : ∀ t, (R t)ᵀ * R t = 1)
    (hR : ∀ t i j, HasDerivAt (fun s => R s i j) (R' t i j) t) :
    ∃ w, HasBodyAngularVelocity R w := by
  -- differentiating `Rᵀ R = 1` shows that `Rᵀ R'` is antisymmetric
  have anti : ∀ t i k, ((R t)ᵀ * R' t) i k + ((R t)ᵀ * R' t) k i = 0 := by
    intro t i k
    have h : HasDerivAt (fun s => ∑ j, R s j i * R s j k)
        (∑ j, (R' t j i * R t j k + R t j i * R' t j k)) t :=
      HasDerivAt.fun_sum fun j _ => (hR t j i).fun_mul (hR t j k)
    have hc : (fun s => ∑ j, R s j i * R s j k) =
        fun _ => (1 : Matrix (Fin 3) (Fin 3) ℝ) i k :=
      funext fun s => congrArg (fun M : Matrix (Fin 3) (Fin 3) ℝ => M i k) (hO s)
    rw [hc] at h
    have h0 := h.unique (hasDerivAt_const t _)
    simp only [Fin.sum_univ_three] at h0
    simp only [Matrix.mul_apply, Matrix.transpose_apply, Fin.sum_univ_three]
    linarith
  refine ⟨fun t => ![((R t)ᵀ * R' t) 2 1, ((R t)ᵀ * R' t) 0 2, ((R t)ᵀ * R' t) 1 0], ?_⟩
  intro t i j
  have key : R t * hat ![((R t)ᵀ * R' t) 2 1, ((R t)ᵀ * R' t) 0 2, ((R t)ᵀ * R' t) 1 0]
      = R' t := by
    rw [hat_of_antisymm (anti t), ← Matrix.mul_assoc, mul_eq_one_comm.1 (hO t), Matrix.one_mul]
  exact (hR t i j).congr_deriv
    (congrArg (fun M : Matrix (Fin 3) (Fin 3) ℝ => M i j) key.symm)
```

This provides $w$ but not its derivative. That $w'$ exists at the time considered remains a separate hypothesis: the rotation rate must not have a kink there, as it can when a torque is switched on abruptly. A jump in the rate is already ruled out, because $R$ would not be differentiable at that time.

Q: Now derive the acceleration.

A: First take any differentiable vector $u$ given along the rotating axes. The product rule gives

$$(Ru)' = R'u + Ru' = R\,(u' + w\times u).$$

The formal proof does this one row at a time and then turns $[w]u$ back into $w\times u$.

```lean
/-- Transport theorem: if `R' = R [w]` and `u` is differentiable at `t`, then
`(R u)' = R (u' + w × u)` at `t`. -/
theorem transport (hR : HasBodyAngularVelocity R w) {u : ℝ → Fin 3 → ℝ} {u' : Fin 3 → ℝ}
    (hu : HasDerivAt u u' t) :
    HasDerivAt (fun s => R s *ᵥ u s) (R t *ᵥ (u' + w t ⨯₃ u t)) t := by
  refine hasDerivAt_pi.2 fun i => ?_
  have h : HasDerivAt (fun s => ∑ j, R s i j * u s j)
      (∑ j, ((R t * hat (w t)) i j * u t j + R t i j * u' j)) t :=
    HasDerivAt.fun_sum fun j _ => (hR t i j).fun_mul (hasDerivAt_pi.1 hu j)
  refine h.congr_deriv ?_
  rw [Finset.sum_add_distrib, Matrix.mulVec_add, ← hat_mulVec, Matrix.mulVec_mulVec,
    Pi.add_apply]
  exact add_comm _ _
```

The product rule for the cross product is also needed: $(w\times y)' = w'\times y + w\times y'$. It is proved for each of the three components.

```lean
/-- Product rule for the cross product of two vectors that are differentiable at `t`. -/
theorem hasDerivAt_cross (hw : HasDerivAt w α t) (hy : HasDerivAt y a t) :
    HasDerivAt (fun s => w s ⨯₃ y s) (α ⨯₃ y t + w t ⨯₃ a) t := by
  have hw' := hasDerivAt_pi.1 hw
  have hy' := hasDerivAt_pi.1 hy
  refine hasDerivAt_pi.2 fun i => ?_
  fin_cases i
  · exact (((hw' 1).fun_mul (hy' 2)).fun_sub ((hw' 2).fun_mul (hy' 1))).congr_deriv
      (by simp [cross_apply]; ring)
  · exact (((hw' 2).fun_mul (hy' 0)).fun_sub ((hw' 0).fun_mul (hy' 2))).congr_deriv
      (by simp [cross_apply]; ring)
  · exact (((hw' 0).fun_mul (hy' 1)).fun_sub ((hw' 1).fun_mul (hy' 0))).congr_deriv
      (by simp [cross_apply]; ring)
```

With $u = y$, the laboratory velocity is $x' = R(v + w\times y)$. Now use the same rule with $u = v + w\times y$. Its derivative is $u' = a + \alpha\times y + w\times v$, and $w\times u = w\times v + w\times(w\times y)$. Adding them,

$$x'' = R\,\bigl(a + 2\,w\times v + w\times(w\times y) + \alpha\times y\bigr).$$

One $w\times v$ comes from differentiating $w\times y$, the other from the turning axes. That is the origin of the factor 2.

```lean
/-- Acceleration in a rotating frame: let `R' = R [w]`, let `y` have velocity `v` at all times,
and let `v' = a` and `w' = α` at time `t`. Then `x = R y` has at `t` the acceleration
`R (a + 2 w × v + w × (w × y) + α × y)`, with Coriolis, centrifugal and Euler terms. -/
theorem acceleration (hR : HasBodyAngularVelocity R w) (hy : ∀ s, HasDerivAt y (v s) s)
    (hv : HasDerivAt v a t) (hw : HasDerivAt w α t) :
    HasDerivAt (deriv fun s => R s *ᵥ y s)
      (R t *ᵥ (a + (2 : ℝ) • (w t ⨯₃ v t) + w t ⨯₃ (w t ⨯₃ y t) + α ⨯₃ y t)) t := by
  -- the first use of the transport theorem gives the laboratory velocity
  have hx : (deriv fun s => R s *ᵥ y s) = fun s => R s *ᵥ (v s + w s ⨯₃ y s) :=
    funext fun s => (transport hR (hy s)).deriv
  rw [hx]
  -- the second use differentiates that velocity; `w × v` appears twice
  refine (transport hR (hv.fun_add (hasDerivAt_cross hw (hy t)))).congr_deriv ?_
  simp only [map_add]
  congr 1
  module
```

Q: Is the left-hand side really the second derivative of the laboratory position?

A: Yes. The theorem differentiates `deriv fun s => R s *ᵥ y s`. Lean's `deriv` returns zero where a function is not differentiable, but here $x$ is differentiable at all times, so this is the true velocity. The proof follows the two steps above: `hx` is the velocity formula, `transport` is then applied again, and `module` collects the two equal terms.

Q: Orthogonality of $R$ has disappeared.

A: The acceleration identity does not use it. It enters when $R$ is cancelled from an equation of motion, and it is enough to require it at one time, because

$$(RR^T)' = R[w]R^T + R[w]^TR^T = 0.$$

Each entry of $RR^T$ therefore has zero derivative and is constant.

```lean
/-- If `R' = R [w]` and `R` is orthogonal at one time, it is orthogonal at all times. -/
theorem orthogonal_of_initial (hR : HasBodyAngularVelocity R w) {t₀ : ℝ}
    (h0 : R t₀ * (R t₀)ᵀ = 1) (t : ℝ) : R t * (R t)ᵀ = 1 := by
  ext i k
  -- each entry of `R Rᵀ` has zero derivative because `[w]` is antisymmetric
  have hd : ∀ s, HasDerivAt (fun s => (R s * (R s)ᵀ) i k) 0 s := by
    intro s
    have h : HasDerivAt (fun s => ∑ j, R s i j * R s k j)
        (∑ j, ((R s * hat (w s)) i j * R s k j + R s i j * (R s * hat (w s)) k j)) s :=
      HasDerivAt.fun_sum fun j _ => (hR s i j).fun_mul (hR s k j)
    refine h.congr_deriv ?_
    simp [Matrix.mul_apply, Fin.sum_univ_three, hat]
    ring
  exact (is_const_of_deriv_eq_zero (fun s => (hd s).differentiableAt)
    (fun s => (hd s).deriv) t t₀).trans
    (congrArg (fun M : Matrix (Fin 3) (Fin 3) ℝ => M i k) h0)
```

Q: And the fictitious forces?

A: Let $F$ be the force along the rotating axes, so that the laboratory force is $RF$. Insert the acceleration into $mx'' = RF$, multiply by $R^T$ and rearrange:

$$ma = F - 2m\,w\times v - m\,w\times(w\times y) - m\,\alpha\times y.$$

The theorem states that the two equations are equivalent. In its proof `hinj` is the cancellation of $R$, and the last line is the rearrangement.

```lean
/-- Newton's law in a rotating frame: let `R' = R [w]` with `R` orthogonal at one time, `y' = v`
at all times, and `v' = a`, `w' = α` at `t`. Then `m x'' = R F` for `x = R y` at `t` exactly if
`m a` is `F` plus the Coriolis, centrifugal and Euler forces. -/
theorem newton_iff (hR : HasBodyAngularVelocity R w) {t₀ : ℝ} (h0 : R t₀ * (R t₀)ᵀ = 1)
    (hy : ∀ s, HasDerivAt y (v s) s) (hv : HasDerivAt v a t) (hw : HasDerivAt w α t)
    (m : ℝ) (F : Fin 3 → ℝ) :
    m • deriv (deriv fun s => R s *ᵥ y s) t = R t *ᵥ F ↔
      m • a = F - (2 * m) • (w t ⨯₃ v t) - m • (w t ⨯₃ (w t ⨯₃ y t)) - m • (α ⨯₃ y t) := by
  have hT : (R t)ᵀ * R t = 1 := mul_eq_one_comm.1 (orthogonal_of_initial hR h0 t)
  -- an orthogonal matrix can be cancelled
  have hinj : ∀ p q : Fin 3 → ℝ, R t *ᵥ p = R t *ᵥ q ↔ p = q := by
    intro p q
    refine ⟨fun h => ?_, fun h => by rw [h]⟩
    have h' := congrArg (fun z => (R t)ᵀ *ᵥ z) h
    simpa only [Matrix.mulVec_mulVec, hT, Matrix.one_mulVec] using h'
  rw [(acceleration hR hy hv hw).deriv, ← Matrix.mulVec_smul, hinj]
  constructor <;> intro h <;> linear_combination (norm := module) h
```

Q: What fails without orthogonality?

A: Take $R = 0$ at all times, $w = 0$, $y = 0$, $m = 1$ and $F = (1,0,0)$. The kinematic relation holds and the laboratory equation reads $0 = 0$, yet the rotating-frame equation would say $0 = F$. The equivalence fails here because this $R$ is singular; an invertible $R$ could still be cancelled.

Q: What must I still supply from physics?

A: That the laboratory axes are inertial, so that $mx'' = RF$ is the true equation of motion with $F$ the real force. The theorem translates that equation and does not establish it. An accelerating origin would add a further term.

Q: Show me a frame that meets the conditions.

A: Steady rotation about axis 2 by the angle $\Omega t$.

```lean
/-- The rotation about the z axis by the angle `Ω t`. -/
def zRotation (Ω t : ℝ) : Matrix (Fin 3) (Fin 3) ℝ :=
  !![Real.cos (Ω * t), -Real.sin (Ω * t), 0; Real.sin (Ω * t), Real.cos (Ω * t), 0; 0, 0, 1]
```

Differentiating the sines and cosines gives $R' = R[w]$ with $w = (0,0,\Omega)$, and $\sin^2 + \cos^2 = 1$ gives orthogonality.

```lean
/-- Steady rotation about the z axis has the constant body angular velocity `(0, 0, Ω)` and is
orthogonal at all times. -/
theorem zRotation_witness (Ω : ℝ) :
    HasBodyAngularVelocity (zRotation Ω) (fun _ => ![0, 0, Ω]) ∧
      ∀ t, zRotation Ω t * (zRotation Ω t)ᵀ = 1 := by
  constructor
  · intro t i j
    have hl : HasDerivAt (fun s : ℝ => Ω * s) Ω t := by
      simpa using (hasDerivAt_id t).const_mul Ω
    have e : zRotation Ω t * hat ![0, 0, Ω] =
        !![-Real.sin (Ω * t) * Ω, -(Real.cos (Ω * t) * Ω), 0;
           Real.cos (Ω * t) * Ω, -Real.sin (Ω * t) * Ω, 0; 0, 0, 0] := by
      ext i j
      fin_cases i <;> fin_cases j <;>
        simp [zRotation, hat, Matrix.mul_apply, Fin.sum_univ_three]
    show HasDerivAt _ ((zRotation Ω t * hat ![0, 0, Ω]) i j) t
    rw [e]
    fin_cases i <;> fin_cases j
    · exact hl.cos
    · exact hl.sin.fun_neg
    · exact hasDerivAt_const t (0 : ℝ)
    · exact hl.sin
    · exact hl.cos
    · exact hasDerivAt_const t (0 : ℝ)
    · exact hasDerivAt_const t (0 : ℝ)
    · exact hasDerivAt_const t (0 : ℝ)
    · exact hasDerivAt_const t (1 : ℝ)
  · intro t
    ext i j
    fin_cases i <;> fin_cases j <;>
      simp [zRotation, Matrix.mul_apply, Fin.sum_univ_three] <;>
      nlinarith [Real.sin_sq_add_cos_sq (Ω * t)]

end

end RotatingFrame
```

```lean
#print axioms RotatingFrame.exists_bodyAngularVelocity
#print axioms RotatingFrame.acceleration
#print axioms RotatingFrame.newton_iff
```

```
'RotatingFrame.exists_bodyAngularVelocity' depends on axioms: [propext, Classical.choice, Quot.sound]
'RotatingFrame.acceleration' depends on axioms: [propext, Classical.choice, Quot.sound]
'RotatingFrame.newton_iff' depends on axioms: [propext, Classical.choice, Quot.sound]
```

Q: How does this look in an actual calculation?

A: Consider an atom of a classical molecule, described along these steadily rotating axes. The Euler force vanishes, and the other two are

$$-2m\,w\times v = 2m\Omega\,(v_1, -v_0, 0),\qquad -m\,w\times(w\times y) = m\Omega^2\,(y_0, y_1, 0).$$

If the atom is on axis 0 and moves along it with velocity $v_0$ as a bond stretches, the Coriolis force $-2m\Omega v_0$ pushes it sideways along axis 1. Stretching is thereby coupled to transverse motion, while the centrifugal force pulls the atom away from the rotation axis. Coriolis coupling also appears in the quantum rovibrational Hamiltonian of a molecule, though the result here concerns one classical particle in a frame whose rotation is prescribed.
